# The surface kinetic term of a kinked function that vanishes at both ends of an interval

To obtain the kinetic energy of an augmented plane wave (APW) ψ, a program can integrate −½ ψ* ∇²ψ inside the muffin-tin sphere, where the radial equation supplies the second radial derivatives, do the same outside, and add a contribution from the sphere boundary. That contribution is needed because an APW is continuous at the boundary but its slope may jump there. For one real function f on an interval [a,b], with f(a) = f(b) = 0, a single kink at s, and first and second derivatives that are continuous up to the endpoints on [a,s] and on [s,b], the contribution follows from

∫ f'² dx = −∫ f f'' dx + f(s) (f'(s−) − f'(s+)).

Both integrals run over [a,b], and f'(s−) and f'(s+) are the slopes at s from the left and from the right. For a normalised f, the kinetic energy of the one-dimensional motion is half of either side in Hartree atomic units, so the boundary contributes half of the last term.

In the radial reading, x is the distance from the nucleus, s is the sphere radius and f(x) is x times the radial wave function, so that f vanishes at a = 0. Half of either side is then the radial part of the kinetic energy; for angular momentum l > 0 the centrifugal term l(l+1)/(2x²) adds a further part, which has no surface term. The condition f(b) = 0 stands for a wave function confined within an outer radius b. The model is one-dimensional: it does not treat plane waves in the interstitial region, or matrix elements between two different basis functions.

```lean
import Mathlib

open Set MeasureTheory Filter Topology

namespace KinkedAPWKinetic

noncomputable section
```

## Slopes on the two sides of the boundary

At a kink the ordinary derivative does not exist, but each side has its own. The slope from the left uses only points x ≤ s:

f'(s−) = lim (f(x) − f(s)) / (x − s), x → s from below.

In Lean this is `derivWithin f (Iic s) s`, the derivative within the half-line (−∞, s].

```lean
/-- The slope `f'(s-)` of `f` at `s` from the left, for `f` differentiable from that side. -/
def leftSlope (f : ℝ → ℝ) (s : ℝ) : ℝ := derivWithin f (Iic s) s
```

The slope from the right uses the half-line [s, ∞) in the same way.

```lean
/-- The slope `f'(s+)` of `f` at `s` from the right, for `f` differentiable from that side. -/
def rightSlope (f : ℝ → ℝ) (s : ℝ) : ℝ := derivWithin f (Ici s) s
```

The surface term is the value at the boundary times the drop in slope across it:

S = f(s) (f'(s−) − f'(s+)).

It is positive when f(s) > 0 and the slope falls on passing outwards, as at a peak.

```lean
/-- The surface kinetic term `f(s) (f'(s-) - f'(s+))` of a function with one-sided slopes
at `s`. -/
def surfaceTerm (f : ℝ → ℝ) (s : ℝ) : ℝ := f s * (leftSlope f s - rightSlope f s)
```

## Derivatives inside a smooth piece

The assumption on each piece is `ContDiffOn ℝ 2 f` on the closed interval: f is twice continuously differentiable there, with derivatives that extend continuously to the endpoints. These are derivatives within the interval, whereas the integrands contain the ordinary f' and f'', written `deriv f` and `deriv (deriv f)`.

At a point x strictly between the endpoints the two notions agree, since a small neighbourhood of x lies entirely within the interval. For the second derivative it is not enough that the first derivatives agree at x alone. They agree throughout a neighbourhood of x, and so their derivatives at x agree as well. The proof records this as the eventual equality `e`.

```lean
/-- Inside an interval, the first and second derivatives agree with those taken within the
closed interval. -/
theorem deriv_interior (f : ℝ → ℝ) {a b x : ℝ} (hx : x ∈ Ioo a b) :
    deriv f x = derivWithin f (Icc a b) x ∧
      deriv (deriv f) x = derivWithin (derivWithin f (Icc a b)) (Icc a b) x := by
  have h : ∀ y ∈ Ioo a b, deriv f y = derivWithin f (Icc a b) y := fun y hy =>
    (derivWithin_of_mem_nhds (Icc_mem_nhds hy.1 hy.2)).symm
  refine ⟨h x hx, ?_⟩
  have e : deriv f =ᶠ[𝓝 x] derivWithin f (Icc a b) := by
    filter_upwards [Ioo_mem_nhds hx.1 hx.2] with y hy using h y hy
  rw [e.deriv_eq]
  exact (derivWithin_of_mem_nhds (Icc_mem_nhds hx.1 hx.2)).symm
```

The derivatives within the closed interval are continuous, so f'² and f f'' built from them are continuous on a bounded closed interval and hence integrable. The ordinary derivatives give the same integrands except possibly at the two endpoints, which have measure zero. The proof therefore passes to the open interval before it exchanges one kind of derivative for the other.

```lean
/-- For `f` that is C² up to the endpoints of an interval, both kinetic densities `f'^2` and
`f f''` are integrable there. -/
theorem kinetic_integrable {f : ℝ → ℝ} {a b : ℝ} (hab : a < b)
    (hf : ContDiffOn ℝ 2 f (Icc a b)) :
    IntervalIntegrable (fun x => deriv f x ^ 2) volume a b ∧
      IntervalIntegrable (fun x => f x * deriv (deriv f) x) volume a b := by
  have hu := uniqueDiffOn_Icc hab
  have hg : ContDiffOn ℝ 1 (derivWithin f (Icc a b)) (Icc a b) :=
    hf.derivWithin hu one_add_one_eq_two.le
  have hh := hg.continuousOn_derivWithin hu (by norm_num)
  have i1 := (hg.continuousOn.pow 2).intervalIntegrable_of_Icc (μ := volume) hab.le
  have i2 := (hf.continuousOn.mul hh).intervalIntegrable_of_Icc (μ := volume) hab.le
  rw [intervalIntegrable_iff_integrableOn_Ioo_of_le hab.le] at i1 i2
  constructor
  · rw [intervalIntegrable_iff_integrableOn_Ioo_of_le hab.le]
    refine i1.congr_fun (fun x hx => ?_) measurableSet_Ioo
    simp [(deriv_interior f hx).1]
  · rw [intervalIntegrable_iff_integrableOn_Ioo_of_le hab.le]
    refine i2.congr_fun (fun x hx => ?_) measurableSet_Ioo
    simp [(deriv_interior f hx).2]
```

## Integration by parts on one piece

Inside a smooth piece the product rule gives

(f f')' = f'² + f f''.

Integrating from a to b, where these letters now denote the ends of that single piece, gives

∫ f'² dx + ∫ f f'' dx = f(b) f'(b−) − f(a) f'(a+),

and therefore

∫ f'² dx = f(b) f'(b−) − f(a) f'(a+) − ∫ f f'' dx.

No vanishing condition is used yet, so both boundary values remain.

In the proof, `key` is the fundamental theorem of calculus for f f'. It asks for continuity on the closed interval, a derivative at each interior point, and an integrable derivative; the last comes from the previous step. The equations `hb` and `ha` identify the endpoint values of the derivative within the interval with the one-sided slopes. This works because, close to an endpoint, the interval and the corresponding half-line contain the same points.

```lean
/-- Integration by parts on one smooth piece: for `f` that is C² up to the endpoints,
the integral of `f'^2` is the boundary value of `f f'` minus the integral of `f f''`. -/
theorem kinetic_piece {f : ℝ → ℝ} {a b : ℝ} (hab : a < b)
    (hf : ContDiffOn ℝ 2 f (Icc a b)) :
    ∫ x in a..b, deriv f x ^ 2 =
      f b * leftSlope f b - f a * rightSlope f a - ∫ x in a..b, f x * deriv (deriv f) x := by
  have hu := uniqueDiffOn_Icc hab
  have hg : ContDiffOn ℝ 1 (derivWithin f (Icc a b)) (Icc a b) :=
    hf.derivWithin hu one_add_one_eq_two.le
  have df : DifferentiableOn ℝ f (Icc a b) := hf.differentiableOn (by norm_num)
  have dg : DifferentiableOn ℝ (derivWithin f (Icc a b)) (Icc a b) :=
    hg.differentiableOn (by norm_num)
  obtain ⟨i1, i2⟩ := kinetic_integrable hab hf
  -- the one-sided slopes are the endpoint values of the derivative within the interval
  have hb : leftSlope f b = derivWithin f (Icc a b) b :=
    ((df b (right_mem_Icc.2 hab.le)).hasDerivWithinAt.mono_of_mem_nhdsWithin
      (Icc_mem_nhdsLE hab)).derivWithin (uniqueDiffOn_Iic b b (mem_Iic.2 le_rfl))
  have ha : rightSlope f a = derivWithin f (Icc a b) a :=
    ((df a (left_mem_Icc.2 hab.le)).hasDerivWithinAt.mono_of_mem_nhdsWithin
      (Icc_mem_nhdsGE hab)).derivWithin (uniqueDiffOn_Ici a a (mem_Ici.2 le_rfl))
  -- the fundamental theorem of calculus for `f f'`
  have key := intervalIntegral.integral_eq_sub_of_hasDerivAt_of_le hab.le
    (f := fun x => f x * derivWithin f (Icc a b) x)
    (f' := fun x => deriv f x ^ 2 + f x * deriv (deriv f) x)
    (hf.continuousOn.mul hg.continuousOn)
    (fun x hx => by
      have hn := Icc_mem_nhds hx.1 hx.2
      have h1 := (df x (Ioo_subset_Icc_self hx)).hasDerivWithinAt.hasDerivAt hn
      have h2 := (dg x (Ioo_subset_Icc_self hx)).hasDerivWithinAt.hasDerivAt hn
      refine (h1.fun_mul h2).congr_deriv ?_
      rw [(deriv_interior f hx).1, (deriv_interior f hx).2]
      ring)
    (i1.add i2)
  rw [intervalIntegral.integral_add i1 i2] at key
  rw [hb, ha]
  linarith
```

## The term left at the kink

Now let a < s < b, and apply the last formula to [a,s] and to [s,b]. Since f(a) = 0, the inner piece gives

∫ₐˢ f'² dx = f(s) f'(s−) − ∫ₐˢ f f'' dx.

Since f(b) = 0, the outer piece gives

∫ₛᵇ f'² dx = −f(s) f'(s+) − ∫ₛᵇ f f'' dx.

Their sum is

∫ₐᵇ f'² dx = −∫ₐᵇ f f'' dx + f(s) (f'(s−) − f'(s+)).

Continuity at s is not a separate hypothesis. There is one function `f` with one value `f s`, and smoothness on each closed piece makes f approach that value from both sides. A jump in the value of f is thereby excluded, while a jump in its slope is allowed.

The integral of f f'' contains only the second derivative found inside the pieces. If f'' were read as a distribution, the kink would contribute a delta function of weight f'(s+) − f'(s−), and S is what that delta function would add to −∫ f f''. In the Lean integral the single point s has no weight, so S appears explicitly.

The proof obtains `p1` and `p2` from the two pieces, joins the integrals at s through `k1` and `k2`, and adds.

```lean
/-- Surface kinetic term: if `f` vanishes at `a` and `b` and is C² up to the endpoints on
`[a,s]` and on `[s,b]`, the integral of `f'^2` is minus that of `f f''` plus
`f(s) (f'(s-) - f'(s+))`. -/
theorem kinetic_eq_add_surface {f : ℝ → ℝ} {a s b : ℝ} (has : a < s) (hsb : s < b)
    (h1 : ContDiffOn ℝ 2 f (Icc a s)) (h2 : ContDiffOn ℝ 2 f (Icc s b))
    (ha : f a = 0) (hb : f b = 0) :
    ∫ x in a..b, deriv f x ^ 2 =
      -(∫ x in a..b, f x * deriv (deriv f) x) + surfaceTerm f s := by
  obtain ⟨i1, i2⟩ := kinetic_integrable has h1
  obtain ⟨j1, j2⟩ := kinetic_integrable hsb h2
  have p1 := kinetic_piece has h1
  have p2 := kinetic_piece hsb h2
  rw [ha] at p1
  rw [hb] at p2
  have k1 := intervalIntegral.integral_add_adjacent_intervals i1 j1
  have k2 := intervalIntegral.integral_add_adjacent_intervals i2 j2
  unfold surfaceTerm
  linear_combination p1 + p2 - k1 - k2
```

The two kinetic integrals agree without a correction exactly when S = 0. A product of two numbers vanishes only if one of them does, so the condition is

f(s) = 0 or f'(s−) = f'(s+).

For a function of this one-dimensional kind, matching the slope at the sphere, as LAPW functions do, thus removes the correction. So does a node on the boundary, even if the slope jumps there.

```lean
/-- If `f` vanishes at `a` and `b` and is C² up to the endpoints on `[a,s]` and on `[s,b]`, the
integral of `f'^2` equals minus that of `f f''` exactly when `f` vanishes at `s` or its slopes from
the two sides match. -/
theorem kinetic_forms_agree_iff {f : ℝ → ℝ} {a s b : ℝ} (has : a < s) (hsb : s < b)
    (h1 : ContDiffOn ℝ 2 f (Icc a s)) (h2 : ContDiffOn ℝ 2 f (Icc s b))
    (ha : f a = 0) (hb : f b = 0) :
    ∫ x in a..b, deriv f x ^ 2 = -(∫ x in a..b, f x * deriv (deriv f) x) ↔
      f s = 0 ∨ leftSlope f s = rightSlope f s := by
  rw [kinetic_eq_add_surface has hsb h1 h2 ha hb, add_eq_left, surfaceTerm, mul_eq_zero,
    sub_eq_zero]
```

## The energy of a kinked solution

Suppose that f also solves the wave equation on both sides of the boundary, with the same energy parameter E:

−½ f'' + V f = E f, for a < x < b and x ≠ s.

In the radial reading V includes the centrifugal term. Multiplying by f and rearranging gives

V f² = E f² + ½ f f''.

The energy functional becomes

∫ (½ f'² + V f²) dx = ½ ∫ f'² dx + E ∫ f² dx + ½ ∫ f f'' dx.

Replacing ∫ f'² by −∫ f f'' + S cancels the integrals of f f'' and leaves

∫ (½ f'² + V f²) dx = E ∫ f² dx + ½ S.

For a normalised function, with ∫ f² = 1, the energy expectation is therefore E + S/2. A solution with a kink need not have E as its energy, even though it satisfies the wave equation at every other interior point.

The theorem assumes nothing about V beyond the equation itself. The equation makes V f² equal, almost everywhere, to a sum of integrable functions, so no continuity or boundedness of V is needed. In the proof, `e` makes this replacement away from s and b, and the remaining lines split the integral and insert the surface identity.

```lean
/-- If `f` vanishes at `a` and `b`, is C² up to the endpoints on `[a,s]` and on `[s,b]`, and solves
`-f''/2 + V f = E f` everywhere in `(a,b)` except perhaps at `s`, the integral of `f'^2/2 + V f^2`
is `E` times the integral of `f^2` plus half the surface term. -/
theorem energy_eq_add_surface {f V : ℝ → ℝ} {a s b E : ℝ} (has : a < s) (hsb : s < b)
    (h1 : ContDiffOn ℝ 2 f (Icc a s)) (h2 : ContDiffOn ℝ 2 f (Icc s b))
    (ha : f a = 0) (hb : f b = 0)
    (hE : ∀ x ∈ Ioo a b, x ≠ s → -(1 / 2) * deriv (deriv f) x + V x * f x = E * f x) :
    ∫ x in a..b, ((1 / 2) * deriv f x ^ 2 + V x * f x ^ 2) =
      E * (∫ x in a..b, f x ^ 2) + (1 / 2) * surfaceTerm f s := by
  have i1 := (kinetic_integrable has h1).1.trans (kinetic_integrable hsb h2).1
  have i2 := (kinetic_integrable has h1).2.trans (kinetic_integrable hsb h2).2
  have i3 : IntervalIntegrable (fun x => f x ^ 2) volume a b :=
    ((h1.continuousOn.pow 2).intervalIntegrable_of_Icc has.le).trans
      ((h2.continuousOn.pow 2).intervalIntegrable_of_Icc hsb.le)
  -- eliminate the potential with the wave equation, valid off the points `s` and `b`
  have e : ∫ x in a..b, ((1 / 2) * deriv f x ^ 2 + V x * f x ^ 2) =
      ∫ x in a..b, ((1 / 2) * deriv f x ^ 2 +
        (E * f x ^ 2 + (1 / 2) * (f x * deriv (deriv f) x))) := by
    apply intervalIntegral.integral_congr_ae
    filter_upwards [compl_mem_ae_iff.2 (measure_singleton s),
      compl_mem_ae_iff.2 (measure_singleton b)] with x hxs hxb hx
    rw [uIoc_of_le (has.trans hsb).le] at hx
    linear_combination f x * hE x ⟨hx.1, lt_of_le_of_ne hx.2 hxb⟩ hxs
  rw [e, intervalIntegral.integral_add (i1.const_mul _) ((i3.const_mul _).add (i2.const_mul _)),
    intervalIntegral.integral_add (i3.const_mul _) (i2.const_mul _),
    intervalIntegral.integral_const_mul, intervalIntegral.integral_const_mul,
    intervalIntegral.integral_const_mul, kinetic_eq_add_surface has hsb h1 h2 ha hb]
  ring
```

## A tent whose surface term gives the whole kinetic energy

The tent function f(x) = 1 − |x| on [−1,1] vanishes at both ends and has its kink at s = 0.

```lean
/-- The tent function `1 - |x|`, with a kink at the origin. -/
def tent (x : ℝ) : ℝ := 1 - |x|
```

Its slope is 1 on the left and −1 on the right, so f'² = 1 away from the kink, while f'' = 0 on both sides. Hence

∫ f'² dx = 1 + 1 = 2 and ∫ f f'' dx = 0.

The surface term is f(0) (1 − (−1)) = 2 and supplies the whole of the first integral. Since ∫ f² dx = 2/3, the kinetic energy of the normalised tent is (½ · 2)/(2/3) = 3/2 in atomic units. The expression −½ f f'', integrated over the two pieces without the surface term, would give zero.

The proof computes the slopes from the formulas 1 + x and 1 − x, which hold in a neighbourhood of any point off the kink. It then replaces each integrand by a constant, leaving out the single point x = 0.

```lean
/-- For the tent on `[-1,1]` the integral of `f'^2` is 2, while that of `f f''` over the
smooth pieces is zero. -/
theorem tent_kinetic :
    ∫ x in (-1 : ℝ)..1, deriv tent x ^ 2 = 2 ∧
      ∫ x in (-1 : ℝ)..1, tent x * deriv (deriv tent) x = 0 := by
  have dn : ∀ x < 0, deriv tent x = 1 := fun x hx => by
    have e : tent =ᶠ[𝓝 x] fun y => 1 + y := by
      filter_upwards [Iio_mem_nhds hx] with y hy
      rw [tent, abs_of_neg hy]
      ring
    rw [e.deriv_eq]
    exact ((hasDerivAt_id x).const_add 1).deriv
  have dp : ∀ x > 0, deriv tent x = -1 := fun x hx => by
    have e : tent =ᶠ[𝓝 x] fun y => 1 - y := by
      filter_upwards [Ioi_mem_nhds hx] with y hy
      rw [tent, abs_of_pos hy]
    rw [e.deriv_eq]
    exact ((hasDerivAt_id x).const_sub 1).deriv
  -- away from the kink the slope is constant
  have dd : ∀ x ≠ 0, deriv (deriv tent) x = 0 := fun x hx => by
    rcases lt_or_gt_of_ne hx with h | h
    · have e : deriv tent =ᶠ[𝓝 x] fun _ => (1 : ℝ) := by
        filter_upwards [Iio_mem_nhds h] with y hy using dn y hy
      rw [e.deriv_eq, deriv_const]
    · have e : deriv tent =ᶠ[𝓝 x] fun _ => (-1 : ℝ) := by
        filter_upwards [Ioi_mem_nhds h] with y hy using dp y hy
      rw [e.deriv_eq, deriv_const]
  constructor
  · have e : ∫ x in (-1 : ℝ)..1, deriv tent x ^ 2 = ∫ _x in (-1 : ℝ)..1, (1 : ℝ) := by
      apply intervalIntegral.integral_congr_ae
      filter_upwards [compl_mem_ae_iff.2 (measure_singleton (0 : ℝ))] with x hx _
      rcases lt_or_gt_of_ne (show x ≠ 0 from hx) with h | h
      · rw [dn x h]; norm_num
      · rw [dp x h]; norm_num
    rw [e, intervalIntegral.integral_const]
    norm_num
  · have e : ∫ x in (-1 : ℝ)..1, tent x * deriv (deriv tent) x =
        ∫ _x in (-1 : ℝ)..1, (0 : ℝ) := by
      apply intervalIntegral.integral_congr_ae
      filter_upwards [compl_mem_ae_iff.2 (measure_singleton (0 : ℝ))] with x hx _
      rw [dd x hx, mul_zero]
    rw [e, intervalIntegral.integral_zero]

end

end KinkedAPWKinetic
```

```lean
#print axioms KinkedAPWKinetic.kinetic_eq_add_surface
#print axioms KinkedAPWKinetic.kinetic_forms_agree_iff
#print axioms KinkedAPWKinetic.energy_eq_add_surface
#print axioms KinkedAPWKinetic.tent_kinetic
```

```
'KinkedAPWKinetic.kinetic_eq_add_surface' depends on axioms: [propext, Classical.choice, Quot.sound]
'KinkedAPWKinetic.kinetic_forms_agree_iff' depends on axioms: [propext, Classical.choice, Quot.sound]
'KinkedAPWKinetic.energy_eq_add_surface' depends on axioms: [propext, Classical.choice, Quot.sound]
'KinkedAPWKinetic.tent_kinetic' depends on axioms: [propext, Classical.choice, Quot.sound]
```
